# The Marshall sign rule: ground-state signs from off-diagonal matrix elements

In a variational calculation of the ground state of a finite open spin-1/2 Heisenberg chain with antiferromagnetic nearest-neighbour coupling, one can fix the sign of every amplitude in advance and optimise only the magnitudes. In the basis of up and down spins, with the number of down spins fixed, the sign is $+1$ or $-1$ according to whether the number of down spins on every second site is even or odd. The theorem below justifies such a choice for any Hamiltonian matrix that meets its conditions.

Let $H$ be a real symmetric matrix on a finite nonempty set of configurations, and let $s_i=\pm1$. Assume that $s_is_jH_{ij}\le 0$ for $i\ne j$, and that chains of nonzero off-diagonal elements link all configurations. Then the lowest eigenspace is one-dimensional, spanned by a vector $v$ with $s_iv_i>0$ for all $i$.

## From minimal energy to fixed signs

**A minimiser is an eigenvector.** The energy $x\cdot Hx$ is continuous on the compact unit sphere, so it has a minimum $E$ there, attained at some $v$. By scaling, $E\,x\cdot x\le x\cdot Hx$ for all $x$. Put $r=Hv-Ev$, $a=r\cdot r$ and $q=r\cdot(H-E)r\ge0$. Inserting $v+tr$ gives

$$0\le 2ta+t^2q\quad\text{for all real }t.$$

If $a>0$, then $t=-a/(q+1)$ makes the right side $-a^2(q+2)/(q+1)^2<0$, a contradiction. Hence $Hv=Ev$.

**Imposing the signs does not raise the energy.** Let $\tilde x_i=s_i|x_i|$. The norm and the diagonal terms are unchanged. For $i\ne j$, since $(s_ix_i)(s_jx_j)\le|x_i||x_j|$ and $s_is_jH_{ij}\le0$,

$$\tilde x_iH_{ij}\tilde x_j=s_is_jH_{ij}|x_i||x_j|\le H_{ij}x_ix_j .$$

If $x$ is a ground state, $\tilde x$ therefore also has the minimal energy, and is a ground state by the first step.

**Zeros spread.** Let $Hw=\mu w$ with $s_iw_i\ge0$ for all $i$, and suppose $w_a=0$. Row $a$, multiplied by $s_a$, reads

$$\sum_{j\ne a}(s_as_jH_{aj})(s_jw_j)=0 .$$

No term is positive, so each vanishes, and $H_{ab}\ne0$ forces $w_b=0$. Connectivity then gives $w=0$. A nonzero $w$ thus has no zeros.

**Uniqueness.** Flip any ground state to obtain $v$ with $s_iv_i>0$. For another ground state $w$, the difference $z=w-(w_i/v_i)v$ vanishes at $i$. If $z\ne0$, then $\tilde z$ would be a ground state without zeros, yet $\tilde z_i=0$. So $w$ is a multiple of $v$.

With a single configuration, $H$ is a number and $v=s$ will do. For two antiferromagnetically coupled spins-1/2 with one down, the ground state is the singlet $(1,-1)/\sqrt2$, whose amplitudes have opposite signs, as the rule requires.

## Hamiltonian, signs and ground energy in Lean

The type `n` labels the configurations, and states are real, unnormalised vectors `n → ℝ`.

```lean
import Mathlib

open Matrix

namespace MarshallSignRule

variable {n : Type*} [Fintype n]
```

The field `offdiag` says that absorbing the signs into the basis states makes every off-diagonal amplitude nonpositive. The field `connected` says that repeated action of $H$ can reach any configuration from any other; `ReflTransGen` also allows the chain of length zero.

```lean
/-- A real symmetric Hamiltonian obeys the Marshall rule with signs `s` if `s i * s j * H i j ≤ 0`
off the diagonal and nonzero off-diagonal elements connect all configurations. -/
structure MarshallRule (H : Matrix n n ℝ) (s : n → ℝ) : Prop where
  symm : H.IsSymm
  sign : ∀ i, s i = 1 ∨ s i = -1
  offdiag : ∀ i j, i ≠ j → s i * s j * H i j ≤ 0
  connected : ∀ i j, Relation.ReflTransGen (fun a b => a ≠ b ∧ H a b ≠ 0) i j
```

A ground energy is an eigenvalue that bounds all mean energies from below.

```lean
/-- `E` is the ground energy of `H`: it is an eigenvalue, and no state has a lower mean energy. -/
def IsGroundEnergy (H : Matrix n n ℝ) (E : ℝ) : Prop :=
  (∃ x, x ≠ 0 ∧ H *ᵥ x = E • x) ∧ ∀ x, E * (x ⬝ᵥ x) ≤ x ⬝ᵥ H *ᵥ x
```

The vector $\tilde x$ is `marshallFlip s x`.

```lean
/-- The state with the magnitudes of `x` and the signs `s`. -/
def marshallFlip (s x : n → ℝ) : n → ℝ := fun i => s i * |x i|
```

## Minimisers and eigenvectors

Two facts about the dot product come first: positivity, and the symmetry of matrix elements.

```lean
/-- A nonzero real state has positive squared norm. -/
theorem dot_self_pos {x : n → ℝ} (hx : x ≠ 0) : 0 < x ⬝ᵥ x := by
  obtain ⟨i, hi⟩ := Function.ne_iff.mp hx
  simp only [dotProduct]
  exact Finset.sum_pos' (fun j _ => mul_self_nonneg (x j))
    ⟨i, Finset.mem_univ i, mul_self_pos.mpr hi⟩

/-- Matrix elements of a real symmetric Hamiltonian between two real states are symmetric. -/
theorem dot_mulVec_symm {H : Matrix n n ℝ} (hH : H.IsSymm) (x y : n → ℝ) :
    x ⬝ᵥ H *ᵥ y = y ⬝ᵥ H *ᵥ x := by
  rw [Matrix.dotProduct_mulVec, ← Matrix.mulVec_transpose, hH.eq, dotProduct_comm]
```

In the next proof, `hquad` is the inequality in $t$, and `scalar` refutes it with $k=a/(q+1)$ and $t=-k$.

```lean
/-- A state whose mean energy equals a lower bound `E` of all mean energies is an eigenvector
with eigenvalue `E`. -/
theorem eigenvector_of_minimal {H : Matrix n n ℝ} (hH : H.IsSymm) {E : ℝ} {v : n → ℝ}
    (hE : ∀ x, E * (x ⬝ᵥ x) ≤ x ⬝ᵥ H *ᵥ x) (hv : v ⬝ᵥ H *ᵥ v = E * (v ⬝ᵥ v)) :
    H *ᵥ v = E • v := by
  by_contra hne
  obtain ⟨r, hr⟩ : ∃ r, r = H *ᵥ v - E • v := ⟨_, rfl⟩
  have hr0 : r ≠ 0 := by rw [hr]; exact sub_ne_zero.mpr hne
  have key : r ⬝ᵥ r = r ⬝ᵥ H *ᵥ v - E * (r ⬝ᵥ v) := by
    calc r ⬝ᵥ r = r ⬝ᵥ (H *ᵥ v - E • v) := by rw [← hr]
      _ = _ := by rw [dotProduct_sub, dotProduct_smul, smul_eq_mul]
  -- vary the state along the residual `r`
  have hquad : ∀ t : ℝ, 0 ≤ 2 * t * (r ⬝ᵥ r) + t ^ 2 * (r ⬝ᵥ H *ᵥ r - E * (r ⬝ᵥ r)) := by
    intro t
    have h := hE (v + t • r)
    simp only [Matrix.mulVec_add, Matrix.mulVec_smul, add_dotProduct, dotProduct_add,
      smul_dotProduct, dotProduct_smul, smul_eq_mul] at h
    rw [dotProduct_comm v r, dot_mulVec_symm hH v r] at h
    linear_combination h + hv - 2 * t * key
  have scalar : ∀ a q : ℝ, 0 < a → 0 ≤ q → (∀ t : ℝ, 0 ≤ 2 * t * a + t ^ 2 * q) → False := by
    intro a q ha hq h
    have hq1 : q + 1 ≠ 0 := by positivity
    obtain ⟨k, hk⟩ : ∃ k, a = k * (q + 1) := ⟨a / (q + 1), (div_mul_cancel₀ a hq1).symm⟩
    have hk0 : k ≠ 0 := by
      intro h0
      rw [h0, zero_mul] at hk
      linarith
    have hk2 : 0 < k ^ 2 := by positivity
    have h1 := h (-k)
    rw [hk] at h1
    nlinarith [mul_nonneg hk2.le hq]
  exact scalar _ _ (dot_self_pos hr0) (sub_nonneg.mpr (hE r)) hquad
```

Compactness supplies the minimiser, and `hb` extends its bound from the unit sphere to all vectors.

```lean
/-- Every real symmetric Hamiltonian on a finite nonempty set of configurations has a ground
energy. -/
theorem exists_groundEnergy [Nonempty n] {H : Matrix n n ℝ} (hH : H.IsSymm) :
    ∃ E, IsGroundEnergy H E := by
  classical
  have c1 : Continuous fun x : n → ℝ => x ⬝ᵥ x := by
    simp only [dotProduct]
    fun_prop
  have c2 : Continuous fun x : n → ℝ => x ⬝ᵥ H *ᵥ x := by
    simp only [dotProduct, Matrix.mulVec]
    fun_prop
  -- the unit sphere is compact, so the energy has a minimiser on it
  have hc : IsCompact {x : n → ℝ | x ⬝ᵥ x = 1} := by
    refine (isCompact_univ_pi (fun _ : n => isCompact_Icc (a := (-1 : ℝ)) (b := 1))).of_isClosed_subset
      (isClosed_eq c1 continuous_const) ?_
    intro x hx i _
    have hx' : x ⬝ᵥ x = 1 := hx
    have h1 : x i * x i ≤ x ⬝ᵥ x :=
      Finset.single_le_sum (f := fun j => x j * x j) (fun j _ => mul_self_nonneg (x j))
        (Finset.mem_univ i)
    rw [hx'] at h1
    constructor <;> nlinarith
  obtain ⟨i⟩ := ‹Nonempty n›
  obtain ⟨v, hv, hmin⟩ := hc.exists_isMinOn ⟨Pi.single i 1, by simp⟩ c2.continuousOn
  have hv1 : v ⬝ᵥ v = 1 := hv
  have hb : ∀ x, (v ⬝ᵥ H *ᵥ v) * (x ⬝ᵥ x) ≤ x ⬝ᵥ H *ᵥ x := by
    intro x
    by_cases hx : x = 0
    · simp [hx]
    have hN := dot_self_pos hx
    obtain ⟨c, hc1⟩ : ∃ c : ℝ, c * c * (x ⬝ᵥ x) = 1 :=
      ⟨(√(x ⬝ᵥ x))⁻¹, by rw [← mul_inv, Real.mul_self_sqrt hN.le, inv_mul_cancel₀ hN.ne']⟩
    have hy : (c • x) ⬝ᵥ (c • x) = 1 := by
      simp only [smul_dotProduct, dotProduct_smul, smul_eq_mul]
      linarith
    have h : v ⬝ᵥ H *ᵥ v ≤ (c • x) ⬝ᵥ H *ᵥ (c • x) := isMinOn_iff.mp hmin _ hy
    simp only [Matrix.mulVec_smul, smul_dotProduct, dotProduct_smul, smul_eq_mul] at h
    have h2 := mul_le_mul_of_nonneg_left h hN.le
    linear_combination h2 + (x ⬝ᵥ H *ᵥ x) * hc1
  refine ⟨v ⬝ᵥ H *ᵥ v, ⟨v, ?_, eigenvector_of_minimal hH hb (by rw [hv1, mul_one])⟩, hb⟩
  intro h0
  simp [h0] at hv1
```

## Signs without zeros

The energy comparison is made term by term, with the diagonal treated separately.

```lean
/-- Giving a state the Marshall signs keeps its norm and does not raise its energy. -/
theorem marshallFlip_energy_le {H : Matrix n n ℝ} {s : n → ℝ} (h : MarshallRule H s)
    (x : n → ℝ) : marshallFlip s x ⬝ᵥ marshallFlip s x = x ⬝ᵥ x ∧
      marshallFlip s x ⬝ᵥ H *ᵥ marshallFlip s x ≤ x ⬝ᵥ H *ᵥ x := by
  have hs : ∀ i, s i * s i = 1 := fun i => by rcases h.sign i with e | e <;> simp [e]
  have ha : ∀ i, |s i| = 1 := fun i => by rcases h.sign i with e | e <;> simp [e]
  constructor
  · simp only [dotProduct, marshallFlip]
    refine Finset.sum_congr rfl fun i _ => ?_
    linear_combination |x i| * |x i| * hs i + abs_mul_abs_self (x i)
  · simp only [dotProduct, Matrix.mulVec, marshallFlip, Finset.mul_sum]
    refine Finset.sum_le_sum fun i _ => Finset.sum_le_sum fun j _ => ?_
    by_cases hij : i = j
    · subst hij
      apply le_of_eq
      linear_combination H i i * |x i| * |x i| * hs i + H i i * abs_mul_abs_self (x i)
    · have hle : (s i * x i) * (s j * x j) ≤ |x i| * |x j| :=
        (le_abs_self _).trans_eq (by simp [abs_mul, ha])
      have m := mul_le_mul_of_nonpos_left hle (h.offdiag i j hij)
      linear_combination m + H i j * x i * x j * s j ^ 2 * hs i + H i j * x i * x j * hs j
```

Here `step` carries a zero across one matrix element, and induction along the chain carries it everywhere.

```lean
/-- A nonzero eigenvector that weakly obeys the Marshall signs obeys them strictly. -/
theorem strict_signs {H : Matrix n n ℝ} {s : n → ℝ} (h : MarshallRule H s) {μ : ℝ}
    {w : n → ℝ} (hw : H *ᵥ w = μ • w) (hne : w ≠ 0) (hpos : ∀ i, 0 ≤ s i * w i) :
    ∀ i, 0 < s i * w i := by
  have hs : ∀ i, s i * s i = 1 := fun i => by rcases h.sign i with e | e <;> simp [e]
  have hs0 : ∀ i, s i ≠ 0 := fun i => by rcases h.sign i with e | e <;> simp [e]
  -- a zero spreads along every nonzero matrix element
  have step : ∀ a b, a ≠ b ∧ H a b ≠ 0 → w a = 0 → w b = 0 := by
    intro a b hab ha
    have e : ∑ j, H a j * w j = 0 := by
      have := congrFun hw a
      simpa [Matrix.mulVec, dotProduct, ha] using this
    have t : ∀ j ∈ Finset.univ, 0 ≤ -(s a * (H a j * w j)) := by
      intro j _
      by_cases hj : a = j
      · subst hj
        simp [ha]
      · have m := mul_nonneg (neg_nonneg.mpr (h.offdiag a j hj)) (hpos j)
        linear_combination m - s a * H a j * w j * hs j
    have z := (Finset.sum_eq_zero_iff_of_nonneg t).mp
      (by rw [Finset.sum_neg_distrib, ← Finset.mul_sum, e]; simp) b (Finset.mem_univ b)
    simpa [hs0 a, hab.2] using z
  intro i
  refine lt_of_le_of_ne (hpos i) fun h0 => hne ?_
  have hi : w i = 0 := by simpa [hs0 i] using h0.symm
  funext j
  show w j = 0
  have hij := h.connected i j
  induction hij with
  | refl => exact hi
  | tail _ hbc ih => exact step _ _ hbc ih
```

Combining these results turns any ground state into one with strict signs.

```lean
/-- Giving a ground state the Marshall signs yields a ground state with no zero component. -/
theorem marshallFlip_ground {H : Matrix n n ℝ} {s : n → ℝ} (h : MarshallRule H s) {E : ℝ}
    (hE : IsGroundEnergy H E) {x : n → ℝ} (hx : H *ᵥ x = E • x) (hne : x ≠ 0) :
    H *ᵥ marshallFlip s x = E • marshallFlip s x ∧ ∀ i, 0 < s i * marshallFlip s x i := by
  obtain ⟨hn, hle⟩ := marshallFlip_energy_le h x
  have hv : H *ᵥ marshallFlip s x = E • marshallFlip s x := by
    refine eigenvector_of_minimal h.symm hE.2 (le_antisymm ?_ (hE.2 _))
    rw [hx, dotProduct_smul, smul_eq_mul] at hle
    rw [hn]
    exact hle
  refine ⟨hv, strict_signs h hv ?_ ?_⟩
  · intro h0
    have hp := dot_self_pos hne
    rw [← hn, h0] at hp
    simp at hp
  · intro i
    rcases h.sign i with e | e <;> simp [marshallFlip, e]
```

## One ground state, and a test for it

The theorem gives both the span and the dimension of the real eigenspace. Its proof subtracts a multiple of `v`, as above.

```lean
/-- Marshall sign rule: the eigenspace at the ground energy is one-dimensional and spanned by a
vector `v` with `s i * v i > 0` for every configuration `i`. -/
theorem marshall_sign_rule [Nonempty n] {H : Matrix n n ℝ} {s : n → ℝ}
    (h : MarshallRule H s) :
    ∃ (E : ℝ) (v : n → ℝ), IsGroundEnergy H E ∧ (∀ i, 0 < s i * v i) ∧
      Module.End.eigenspace H.mulVecLin E = Submodule.span ℝ {v} ∧
      Module.finrank ℝ (Module.End.eigenspace H.mulVecLin E) = 1 := by
  obtain ⟨E, hE⟩ := exists_groundEnergy h.symm
  obtain ⟨x, hx0, hx⟩ := hE.1
  obtain ⟨hv, hpos⟩ := marshallFlip_ground h hE hx hx0
  generalize marshallFlip s x = v at hv hpos
  obtain ⟨i⟩ := ‹Nonempty n›
  have hvi : v i ≠ 0 := fun h0 => by
    have := hpos i
    simp [h0] at this
  have hspan : Module.End.eigenspace H.mulVecLin E = Submodule.span ℝ {v} := by
    ext w
    rw [Module.End.mem_eigenspace_iff, Submodule.mem_span_singleton, Matrix.mulVecLin_apply]
    constructor
    · intro hw
      refine ⟨w i / v i, ?_⟩
      by_contra hne
      -- the difference is a ground state with a zero at `i`
      have hz : H *ᵥ (w - (w i / v i) • v) = E • (w - (w i / v i) • v) := by
        rw [Matrix.mulVec_sub, Matrix.mulVec_smul, hw, hv, smul_sub, smul_comm]
      have hp := (marshallFlip_ground h hE hz (sub_ne_zero.mpr (Ne.symm hne))).2 i
      have hzi : (w - (w i / v i) • v) i = 0 := by
        simp only [Pi.sub_apply, Pi.smul_apply, smul_eq_mul]
        rw [div_mul_cancel₀ _ hvi, sub_self]
      simp only [marshallFlip, hzi, abs_zero, mul_zero, lt_irrefl] at hp
    · rintro ⟨c, rfl⟩
      rw [Matrix.mulVec_smul, hv, smul_comm]
  refine ⟨E, v, hE, hpos, hspan, ?_⟩
  rw [hspan]
  exact finrank_span_singleton (fun h0 => hvi (by simp [h0]))
```

Conversely, a nonzero eigenvector with weakly correct signs must belong to the ground energy: its overlap with $v$ is positive, and symmetry gives $\mu\,v\cdot w=E\,v\cdot w$.

```lean
/-- Conversely, the eigenvalue of any nonzero eigenvector that weakly obeys the Marshall signs is
the ground energy. -/
theorem groundEnergy_of_signs [Nonempty n] {H : Matrix n n ℝ} {s : n → ℝ}
    (h : MarshallRule H s) {μ : ℝ} {w : n → ℝ} (hw : H *ᵥ w = μ • w) (hne : w ≠ 0)
    (hpos : ∀ i, 0 ≤ s i * w i) : IsGroundEnergy H μ := by
  obtain ⟨E, v, hE, hvpos, hspan, -⟩ := marshall_sign_rule h
  have hv : H *ᵥ v = E • v := by
    have hm : v ∈ Module.End.eigenspace H.mulVecLin E := by
      rw [hspan]
      exact Submodule.mem_span_singleton_self v
    simpa using Module.End.mem_eigenspace_iff.mp hm
  -- two states with the same signs have positive overlap
  have hov : 0 < v ⬝ᵥ w := by
    simp only [dotProduct]
    refine Finset.sum_pos (fun i _ => ?_) Finset.univ_nonempty
    have hp := mul_pos (hvpos i) (strict_signs h hw hne hpos i)
    rcases h.sign i with e | e <;> simpa [e] using hp
  have hsym := dot_mulVec_symm h.symm v w
  rw [hw, hv, dotProduct_smul, dotProduct_smul, smul_eq_mul, smul_eq_mul,
    dotProduct_comm w v] at hsym
  rw [mul_right_cancel₀ hov.ne' hsym]
  exact hE
```

Taking $H=-A$ and all $s_i=1$ yields a neighbouring result: a connected symmetric matrix $A$ with nonnegative off-diagonal elements has a simple largest eigenvalue with a positive eigenvector.

## Three spins with one down

The theorem concerns matrices. The file verifies its hypotheses for one Heisenberg system, the open three-site chain with one down spin, and addresses neither the total spin of the ground state nor the gap of a long chain.

```lean
/-- The open three-site spin-1/2 Heisenberg chain with unit coupling, in the basis labelled by the
position of a single down spin. -/
noncomputable def threeSiteChain : Matrix (Fin 3) (Fin 3) ℝ :=
  !![0, 1/2, 0; 1/2, -1/2, 1/2; 0, 1/2, 0]
```

The end configurations are not coupled directly, so the connectivity proof passes through the middle one.

```lean
/-- The three-site Heisenberg chain with one down spin obeys the Marshall rule with alternating
signs. -/
theorem marshallRule_witness : MarshallRule threeSiteChain ![1, -1, 1] where
  symm := by
    ext i j
    fin_cases i <;> fin_cases j <;> simp [threeSiteChain]
  sign := by
    intro i
    fin_cases i <;> simp
  offdiag := by
    intro i j _
    fin_cases i <;> fin_cases j <;> norm_num [threeSiteChain]
  connected := by
    have h01 : (0 : Fin 3) ≠ 1 ∧ threeSiteChain 0 1 ≠ 0 := by simp [threeSiteChain]
    have h10 : (1 : Fin 3) ≠ 0 ∧ threeSiteChain 1 0 ≠ 0 := by simp [threeSiteChain]
    have h12 : (1 : Fin 3) ≠ 2 ∧ threeSiteChain 1 2 ≠ 0 := by simp [threeSiteChain]
    have h21 : (2 : Fin 3) ≠ 1 ∧ threeSiteChain 2 1 ≠ 0 := by simp [threeSiteChain]
    -- every configuration is linked to the one with the middle spin down
    intro i j
    trans (1 : Fin 3)
    · fin_cases i
      · exact Relation.ReflTransGen.single h01
      · exact Relation.ReflTransGen.refl
      · exact Relation.ReflTransGen.single h21
    · fin_cases j
      · exact Relation.ReflTransGen.single h10
      · exact Relation.ReflTransGen.refl
      · exact Relation.ReflTransGen.single h12

end MarshallSignRule
```

By direct multiplication, $(1,-2,1)/\sqrt6$ is an eigenvector with eigenvalue $-1$. Its signs alternate, so the converse identifies $-1$ as the ground energy in this sector.

```lean
#print axioms MarshallSignRule.marshall_sign_rule
-- 'MarshallSignRule.marshall_sign_rule' depends on axioms: [propext, Classical.choice, Quot.sound]
#print axioms MarshallSignRule.groundEnergy_of_signs
-- 'MarshallSignRule.groundEnergy_of_signs' depends on axioms: [propext, Classical.choice, Quot.sound]
```
